# Unsymmetrised James–Coolidge functions with distinct powers are linearly independent

Put two nuclei a distance \(R>0\) apart, and let \(r_A,r_B\) be an electron's distances from them. With \(\xi=(r_A+r_B)/R\), \(\eta=(r_A-r_B)/R\) and the electron separation \(r_{12}\), my basis functions are

\[
\phi_s=e^{-a(\xi_1+\xi_2)}\,\xi_1^{s_0}\eta_1^{s_1}\xi_2^{s_2}\eta_2^{s_3}r_{12}^{s_4},
\]

where the \(s_k\) are natural numbers. As I add terms, the overlap matrix becomes numerically singular. All five variables are built from distances between the same few points. Could a hidden geometric identity make one of my terms exactly redundant?

## Five distances that vary independently

No. The nuclei A and B sit at heights \(\mp R/2\) on the \(z\) axis, and \(a\) is real. No identity ties the five variables together, because they can be prescribed independently within a box.

**One electron.** Take \(\xi\in[2,2.1]\) and \(\eta\in[0,0.1]\). Place the electron at height \(\frac R2\xi\eta\) and axis distance \(\frac R2p\), with \(p^2=(\xi^2-1)(1-\eta^2)\). Its squared distances from A (upper sign) and B (lower sign) are

\[
\tfrac{R^2}{4}\left[(\xi^2-1)(1-\eta^2)+(\xi\eta\pm1)^2\right]=\tfrac{R^2}{4}(\xi\pm\eta)^2 .
\]

So \(r_A=\frac R2(\xi+\eta)\) and \(r_B=\frac R2(\xi-\eta)\), as required. Since \(2.97\le p^2\le3.41\), \(p\) lies in \([1.7,1.9]\).

**Two electrons.** Let \(q\) be the second electron's scaled axis distance, \(d\) the height difference in units of \(R/2\), and \(c\) the cosine of the azimuthal angle between the electrons. To reach \(r_{12}=\frac R2t\) with \(t\in[1,2]\), we need

\[
t^2=p^2+q^2-2pqc+d^2,\qquad c=\frac{p^2+q^2+d^2-t^2}{2pq}.
\]

Here \(c\le1\) because \((p-q)^2+d^2\le\frac14+\frac14<t^2\), and \(c\ge-1\) because \(t\le2<p+q\). Turning one electron about the axis therefore sets \(r_{12}\) to any chosen value from \(R/2\) to \(R\).

**Independence.** Suppose \(\sum_s g_s\phi_s=0\) for a finite sum. Dividing by the exponential leaves a five-variable polynomial that vanishes on the box. In one variable, infinitely many roots force all coefficients to vanish; applying this to each variable in turn gives \(g_s=0\) for every \(s\).

**Overlap.** For a finite list of distinct terms \(\phi_i\) with convergent overlaps \(S_{ij}=\int\phi_i\phi_j\), and real coefficients \(x_i\) that are not all zero,

\[
x^{T}Sx=\int\Bigl(\sum_i x_i\phi_i\Bigr)^2>0 .
\]

The integrand is continuous and nonnegative. By independence it is nonzero at some point, hence on a region of positive volume. If \(\det S=0\), some \(v\ne0\) would satisfy \(Sv=0\), giving \(v^{T}Sv=0\), a contradiction.

In the Lean file, `Space` is Euclidean three-space, `jc R a s` is \(\phi_s\), and `overlap` integrates over both electron positions. `jc_linearIndependent` holds for every real `a`. In `overlap_pos` and `overlap_det_ne_zero`, the injective map `e` lists distinct tuples, and `hS` assumes that the overlap integrals converge. Physically, `hS` says that the functions decay fast enough, as they do for \(a>0\). Lean gives a divergent integral the value zero, so the assumption matters.

```lean
import Mathlib

open MeasureTheory Matrix

noncomputable section

namespace JamesCoolidge

/-- Position space of one electron. -/
abbrev Space := EuclideanSpace ℝ (Fin 3)

/-- The point at height `z` on the molecular axis. -/
def nucleus (z : ℝ) : Space := !₂[0, 0, z]

/-- The coordinate `ξ = (rA + rB) / R` for nuclei at heights `-R/2` and `R/2`, with `R ≠ 0`. -/
def xi (R : ℝ) (r : Space) : ℝ :=
  (dist r (nucleus (-(R / 2))) + dist r (nucleus (R / 2))) / R

/-- The coordinate `η = (rA - rB) / R` for nuclei at heights `-R/2` and `R/2`, with `R ≠ 0`. -/
def eta (R : ℝ) (r : Space) : ℝ :=
  (dist r (nucleus (-(R / 2))) - dist r (nucleus (R / 2))) / R

/-- The function `exp(-a(ξ1+ξ2)) ξ1^m η1^j ξ2^n η2^k r12^p` with exponents
`s = (m, j, n, k, p)`, for `R ≠ 0`. -/
def jc (R a : ℝ) (s : Fin 5 → ℕ) (q : Space × Space) : ℝ :=
  Real.exp (-a * (xi R q.1 + xi R q.2)) *
    (xi R q.1 ^ s 0 * eta R q.1 ^ s 1 * xi R q.2 ^ s 2 * eta R q.2 ^ s 3 * dist q.1 q.2 ^ s 4)

/-- The overlap matrix of the functions with exponent tuples `e i`, integrated over the
positions of both electrons, for `R ≠ 0` and convergent integrals. -/
def overlap {ι : Type*} (R a : ℝ) (e : ι → Fin 5 → ℕ) : Matrix ι ι ℝ :=
  Matrix.of fun i j => ∫ q, jc R a (e i) q * jc R a (e j) q

/-- The volume on the two-electron space is an additive Haar measure: it is translation invariant,
finite on compact sets and positive on nonempty open sets. -/
instance : (volume : Measure (Space × Space)).IsAddHaarMeasure :=
  inferInstanceAs ((volume : Measure Space).prod volume).IsAddHaarMeasure

/-- Two points have distance `b ≥ 0` if their squared coordinate differences add up to `b²`. -/
theorem dist_coords (u v w u' v' w' b : ℝ) (hb : 0 ≤ b)
    (h : (u - u') ^ 2 + (v - v') ^ 2 + (w - w') ^ 2 = b ^ 2) :
    dist (!₂[u, v, w] : Space) !₂[u', v', w'] = b := by
  rw [EuclideanSpace.dist_eq, ← Real.sqrt_sq hb, ← h]
  simp [Fin.sum_univ_three, Real.dist_eq, sq_abs]

/-- For `R > 0` and `ξ, η` in a small box, all points of some circle about the molecular axis,
with radius between `0.85 R` and `0.95 R`, have these coordinates. -/
theorem exists_circle {R x y : ℝ} (hR : 0 < R) (hx : x ∈ Set.Icc 2 (21 / 10))
    (hy : y ∈ Set.Icc 0 (1 / 10)) :
    ∃ p ∈ Set.Icc (17 / 10 : ℝ) (19 / 10), ∀ u v : ℝ, u ^ 2 + v ^ 2 = (R / 2 * p) ^ 2 →
      xi R !₂[u, v, R / 2 * (x * y)] = x ∧ eta R !₂[u, v, R / 2 * (x * y)] = y := by
  obtain ⟨hx1, hx2⟩ := hx
  obtain ⟨hy1, hy2⟩ := hy
  have h1 : 0 ≤ x ^ 2 - 1 - 3 := by nlinarith
  have h2 : x ^ 2 - 1 ≤ 341 / 100 := by nlinarith
  have h3 : 0 ≤ 1 - y ^ 2 - 99 / 100 := by nlinarith
  have h4 : 0 ≤ 1 - (1 - y ^ 2) := by linarith [sq_nonneg y]
  have h5 := mul_nonneg h1 h3
  have h6 := mul_nonneg h1 h4
  have hp : √((x ^ 2 - 1) * (1 - y ^ 2)) ^ 2 = (x ^ 2 - 1) * (1 - y ^ 2) :=
    Real.sq_sqrt (mul_nonneg (by linarith) (by linarith))
  refine ⟨√((x ^ 2 - 1) * (1 - y ^ 2)), ⟨(Real.le_sqrt' (by norm_num)).2 (by linarith),
    Real.sqrt_le_iff.2 ⟨by norm_num, by linarith⟩⟩, fun u v h => ?_⟩
  have hA : dist (!₂[u, v, R / 2 * (x * y)] : Space) (nucleus (-(R / 2))) = R / 2 * (x + y) :=
    dist_coords _ _ _ _ _ _ _ (mul_nonneg (by linarith) (by linarith))
      (by linear_combination h + (R / 2) ^ 2 * hp)
  have hB : dist (!₂[u, v, R / 2 * (x * y)] : Space) (nucleus (R / 2)) = R / 2 * (x - y) :=
    dist_coords _ _ _ _ _ _ _ (mul_nonneg (by linarith) (by linarith))
      (by linear_combination h + (R / 2) ^ 2 * hp)
  constructor
  · rw [xi, hA, hB, div_eq_iff hR.ne']; ring
  · rw [eta, hA, hB, div_eq_iff hR.ne']; ring

/-- For axis distances `p, q`, height difference `d` and separation `t` in the stated ranges,
some azimuthal angle, with cosine `c` and sine `s`, produces the separation `t`. -/
theorem exists_angle {p q d t : ℝ} (hp : p ∈ Set.Icc (17 / 10) (19 / 10))
    (hq : q ∈ Set.Icc (17 / 10) (19 / 10)) (hd : d ^ 2 ≤ (1 / 2) ^ 2) (ht : t ∈ Set.Icc 1 2) :
    ∃ c s : ℝ, c ^ 2 + s ^ 2 = 1 ∧ p ^ 2 + q ^ 2 - 2 * p * q * c + d ^ 2 = t ^ 2 := by
  obtain ⟨p1, p2⟩ := hp
  obtain ⟨q1, q2⟩ := hq
  obtain ⟨t1, t2⟩ := ht
  have hpq : 0 < 2 * p * q := mul_pos (by linarith) (by linarith)
  have e1 : 2 ^ 2 ≤ (p + q) ^ 2 := pow_le_pow_left₀ (by norm_num) (by linarith) 2
  have e2 : (p - q) ^ 2 ≤ (1 / 2) ^ 2 := sq_le_sq' (by linarith) (by linarith)
  have e3 : t ^ 2 ≤ 2 ^ 2 := pow_le_pow_left₀ (by linarith) t2 2
  have e4 : 1 ^ 2 ≤ t ^ 2 := pow_le_pow_left₀ (by norm_num) t1 2
  obtain ⟨c, hc⟩ : ∃ c, c = (p ^ 2 + q ^ 2 + d ^ 2 - t ^ 2) / (2 * p * q) := ⟨_, rfl⟩
  have c1 : -1 ≤ c := by rw [hc, le_div_iff₀ hpq]; linarith [sq_nonneg d]
  have c2 : c ≤ 1 := by rw [hc, div_le_iff₀ hpq]; linarith
  have c3 := mul_nonneg (sub_nonneg.2 c1) (sub_nonneg.2 c2)
  have hs : √(1 - c ^ 2) ^ 2 = 1 - c ^ 2 := Real.sq_sqrt (by linarith)
  rw [eq_div_iff hpq.ne'] at hc
  exact ⟨c, √(1 - c ^ 2), by linarith, by linarith⟩

/-- For `R > 0`, the five values `ξ1, η1, ξ2, η2, r12` can be prescribed independently within
a box: some placement of the two electrons realises them. -/
theorem exists_configuration {R x y x' y' r : ℝ} (hR : 0 < R)
    (hx : x ∈ Set.Icc 2 (21 / 10)) (hy : y ∈ Set.Icc 0 (1 / 10))
    (hx' : x' ∈ Set.Icc 2 (21 / 10)) (hy' : y' ∈ Set.Icc 0 (1 / 10))
    (hr : r ∈ Set.Icc (R / 2) R) :
    ∃ q : Space × Space, xi R q.1 = x ∧ eta R q.1 = y ∧ xi R q.2 = x' ∧ eta R q.2 = y' ∧
      dist q.1 q.2 = r := by
  obtain ⟨p, hp, hP⟩ := exists_circle hR hx hy
  obtain ⟨q, hq, hQ⟩ := exists_circle hR hx' hy'
  obtain ⟨t, ht, hrt⟩ : ∃ t ∈ Set.Icc (1 : ℝ) 2, R / 2 * t = r :=
    ⟨2 * r / R, ⟨by rw [le_div_iff₀ hR]; linarith [hr.1],
      by rw [div_le_iff₀ hR]; linarith [hr.2]⟩, by field_simp⟩
  have a1 : 0 ≤ x * y := mul_nonneg (by linarith [hx.1]) hy.1
  have b1 : 0 ≤ x' * y' := mul_nonneg (by linarith [hx'.1]) hy'.1
  have a2 : x * y ≤ 21 / 10 * (1 / 10) := mul_le_mul hx.2 hy.2 hy.1 (by norm_num)
  have b2 : x' * y' ≤ 21 / 10 * (1 / 10) := mul_le_mul hx'.2 hy'.2 hy'.1 (by norm_num)
  have hd : (x * y - x' * y') ^ 2 ≤ (1 / 2) ^ 2 := sq_le_sq' (by linarith) (by linarith)
  obtain ⟨c, s, hcs, h⟩ := exists_angle hp hq hd ht
  obtain ⟨k1, k2⟩ := hP (R / 2 * p) 0 (by ring)
  obtain ⟨k3, k4⟩ := hQ (R / 2 * (q * c)) (R / 2 * (q * s))
    (by linear_combination (R / 2 * q) ^ 2 * hcs)
  refine ⟨(!₂[R / 2 * p, 0, R / 2 * (x * y)],
    !₂[R / 2 * (q * c), R / 2 * (q * s), R / 2 * (x' * y')]), k1, k2, k3, k4, ?_⟩
  exact dist_coords _ _ _ _ _ _ _ (by linarith [hr.1]) (by
    linear_combination (R / 2) ^ 2 * h + (R / 2 * q) ^ 2 * hcs + (R / 2 * t + r) * hrt)

/-- For `R > 0` and every real `a`, the James-Coolidge functions with distinct exponent tuples
are linearly independent over the reals. -/
theorem jc_linearIndependent {R : ℝ} (hR : 0 < R) (a : ℝ) : LinearIndependent ℝ (jc R a) := by
  rw [linearIndependent_iff']
  intro T g h i hi
  have he (s : Fin 5 → ℕ) (k : Fin 5) : (Finsupp.equivFunOnFinite.symm s) k = s k := rfl
  let P : MvPolynomial (Fin 5) ℝ :=
    ∑ s ∈ T, MvPolynomial.monomial (Finsupp.equivFunOnFinite.symm s) (g s)
  -- the polynomial part vanishes on a box, hence identically
  have hP : P = 0 := by
    refine MvPolynomial.funext_set (fun i => Set.Icc ((![2, 0, 2, 0, R / 2] : Fin 5 → ℝ) i)
      ((![21 / 10, 1 / 10, 21 / 10, 1 / 10, R] : Fin 5 → ℝ) i))
      (fun i => Set.Icc_infinite ?_) ?_
    · fin_cases i <;> norm_num
      linarith
    · intro x hx
      have m0 : x 0 ∈ Set.Icc (2 : ℝ) (21 / 10) := hx 0 trivial
      have m1 : x 1 ∈ Set.Icc (0 : ℝ) (1 / 10) := hx 1 trivial
      have m2 : x 2 ∈ Set.Icc (2 : ℝ) (21 / 10) := hx 2 trivial
      have m3 : x 3 ∈ Set.Icc (0 : ℝ) (1 / 10) := hx 3 trivial
      have m4 : x 4 ∈ Set.Icc (R / 2) R := hx 4 trivial
      obtain ⟨q, h1, h2, h3, h4, h5⟩ := exists_configuration hR m0 m1 m2 m3 m4
      have hq := congrFun h q
      simp only [Finset.sum_apply, Pi.smul_apply, smul_eq_mul, Pi.zero_apply, jc,
        h1, h2, h3, h4, h5] at hq
      have hz : Real.exp (-a * (x 0 + x 2)) * MvPolynomial.eval x P = 0 := by
        refine Eq.trans ?_ hq
        simp only [P, map_sum, Finset.mul_sum]
        refine Finset.sum_congr rfl fun s _ => ?_
        rw [MvPolynomial.eval_monomial, Finsupp.prod_fintype _ _ (fun _ => pow_zero _),
          Fin.prod_univ_five]
        simp only [he]
        ring
      rw [map_zero]
      exact (mul_eq_zero.mp hz).resolve_left (Real.exp_ne_zero _)
  have hcoeff := congrArg (MvPolynomial.coeff (Finsupp.equivFunOnFinite.symm i)) hP
  simpa [P, MvPolynomial.coeff_sum, MvPolynomial.coeff_monomial, hi] using hcoeff

/-- For `R > 0`, distinct exponent tuples and convergent overlap integrals, the quadratic form
of the overlap matrix is strictly positive on every nonzero coefficient vector. -/
theorem overlap_pos {ι : Type*} [Fintype ι] {R a : ℝ} (hR : 0 < R)
    {e : ι → Fin 5 → ℕ} (he : Function.Injective e)
    (hS : ∀ i j, Integrable (fun q => jc R a (e i) q * jc R a (e j) q))
    {x : ι → ℝ} (hx : x ≠ 0) : 0 < x ⬝ᵥ overlap R a e *ᵥ x := by
  have hint (i j : ι) : Integrable (fun q => x i * x j * (jc R a (e i) q * jc R a (e j) q)) :=
    (hS i j).const_mul _
  have hsq (q : Space × Space) : (∑ i, x i * jc R a (e i) q) ^ 2 =
      ∑ i, ∑ j, x i * x j * (jc R a (e i) q * jc R a (e j) q) := by
    rw [sq, Finset.sum_mul_sum]
    exact Finset.sum_congr rfl fun i _ => Finset.sum_congr rfl fun j _ => by ring
  -- the quadratic form is the squared norm of the trial function
  have hform : x ⬝ᵥ overlap R a e *ᵥ x = ∫ q, (∑ i, x i * jc R a (e i) q) ^ 2 := by
    simp only [hsq]
    rw [integral_finsetSum _ fun i _ => integrable_finsetSum _ fun j _ => hint i j]
    simp only [dotProduct, Matrix.mulVec, overlap, Matrix.of_apply, Finset.mul_sum]
    refine Finset.sum_congr rfl fun i _ => ?_
    rw [integral_finsetSum _ fun j _ => hint i j]
    refine Finset.sum_congr rfl fun j _ => ?_
    rw [integral_const_mul]
    ring
  have hI : Integrable (fun q => (∑ i, x i * jc R a (e i) q) ^ 2) := by
    simp only [hsq]
    exact integrable_finsetSum _ fun i _ => integrable_finsetSum _ fun j _ => hint i j
  have hcont : Continuous (fun q => (∑ i, x i * jc R a (e i) q) ^ 2) := by
    unfold jc xi eta
    fun_prop
  -- linear independence provides a point where the trial function is nonzero
  obtain ⟨q, hq⟩ : ∃ q, ∑ i, x i * jc R a (e i) q ≠ 0 := by
    by_contra! h
    refine hx (funext (Fintype.linearIndependent_iff.1
      ((jc_linearIndependent hR a).comp e he) x ?_))
    funext q
    simpa [Finset.sum_apply] using h q
  rw [hform, integral_pos_iff_support_of_nonneg (fun q => sq_nonneg _) hI]
  exact (isOpen_ne_fun hcont continuous_const).measure_pos volume ⟨q, pow_ne_zero 2 hq⟩

/-- For `R > 0`, distinct exponent tuples and convergent overlap integrals, the exact overlap
matrix has nonzero determinant. -/
theorem overlap_det_ne_zero {ι : Type*} [Fintype ι] [DecidableEq ι] {R a : ℝ} (hR : 0 < R)
    {e : ι → Fin 5 → ℕ} (he : Function.Injective e)
    (hS : ∀ i j, Integrable (fun q => jc R a (e i) q * jc R a (e j) q)) :
    (overlap R a e).det ≠ 0 := by
  intro h
  obtain ⟨v, hv, h0⟩ := Matrix.exists_mulVec_eq_zero_iff.2 h
  have hpos := overlap_pos hR he hS hv
  rw [h0, dotProduct_zero] at hpos
  exact lt_irrefl _ hpos

end JamesCoolidge
```

```lean
#print axioms JamesCoolidge.jc_linearIndependent
#print axioms JamesCoolidge.overlap_det_ne_zero
```

```
'JamesCoolidge.jc_linearIndependent' depends on axioms: [propext, Classical.choice, Quot.sound]
'JamesCoolidge.overlap_det_ne_zero' depends on axioms: [propext, Classical.choice, Quot.sound]
```

`exists_circle` and `exists_angle` are the two geometric steps, with `dist_coords` turning squared coordinate differences into distances; `exists_configuration` joins them. In `jc_linearIndependent`, `MvPolynomial.funext_set` passes from vanishing on the box to `P = 0`, and comparing coefficients finishes the argument. In `overlap_pos`, `hform` rewrites the quadratic form as the integral of the square, and `measure_pos` supplies the region of positive volume. `overlap_det_ne_zero` takes a null vector and contradicts positivity.

For a finite unsymmetrised James–Coolidge basis with convergent overlaps, the exact overlap matrix of distinct terms thus has no zero eigenvalue, though its smallest eigenvalue may be tiny. If a computed matrix has a zero or negative eigenvalue, possible causes are rounding, inaccurate integrals, a programming mistake or a term entered twice. Check your symmetrisation, however: if you use \(\phi(1,2)+\phi(2,1)\), the tuples \((s_0,s_1,s_2,s_3,s_4)\) and \((s_2,s_3,s_0,s_1,s_4)\) give the same function, and keeping both is a true redundancy.

The same polynomial argument works with any common prefactor that never vanishes. An example is \(e^{-\alpha\xi_1-\alpha'\xi_2+\beta\eta_1+\beta'\eta_2}\) with fixed real parameters, as in unsymmetrised Kolos–Wolniewicz functions.
